# The Pauli–Lubanski vector built from Dirac matrices: \(p^\mu W_\mu=0\) and \(W^\mu W_\mu=-\tfrac34\,p\cdot p\)

**Q:** Which conventions are fixed, and where are the 4×4 matrices?

**A:** Units are such that \(\hbar=c=1\). The metric is \(\eta^{\mu\nu}=s_\mu\delta_{\mu\nu}\), with signs \(s=(1,-1,-1,-1)\). The matrices are elements of `A`, an arbitrary complex algebra, so 4×4 matrices are one choice of `A`.

```lean
import Mathlib

open Finset

namespace DiracPauliLubanski

noncomputable section

variable {A : Type*} [Ring A] [Algebra ℂ A]

/-- The diagonal entries (+,-,-,-) of the Minkowski metric. -/
def sgn : Fin 4 → ℂ := ![1, -1, -1, -1]

/-- The Minkowski metric with signature (+,-,-,-). -/
def metric (μ ν : Fin 4) : ℂ := if μ = ν then sgn μ else 0
```

**A:** An index is moved by multiplying with its sign: \(p_\mu=s_\mu p^\mu\), \(\gamma_\mu=s_\mu\gamma^\mu\). The arguments `p` and `γ` carry upper indices. Components may be complex, and `dot` takes no conjugate; for real momenta it is the usual \(p\cdot q=\sum_\mu p^\mu q_\mu\).

```lean
/-- Lowers an upper index, or raises a lower one, with the Minkowski metric. -/
def flipIndex {M : Type*} [SMul ℂ M] (v : Fin 4 → M) (μ : Fin 4) : M := sgn μ • v μ

/-- The Minkowski product `p·q` of two four-vectors, bilinear also for complex components. -/
def dot (p q : Fin 4 → ℂ) : ℂ := ∑ μ, p μ * flipIndex q μ
```

**Q:** What is assumed about the \(\gamma^\mu\)?

**A:** Only the anticommutation relation `IsDirac`. It gives \(\not p^2=p\cdot p\), so a nonzero solution of the Dirac equation \(\not p u=mu\) must obey the relativistic energy–momentum relation \(p\cdot p=m^2\). Hermiticity and a particular representation are not needed. From \(\gamma^\mu\) we form \(\not p=\sum_\mu p^\mu\gamma_\mu\), \(\gamma_5\) and \(\sigma_{\mu\nu}\).

```lean
/-- The Dirac algebra: `γ^μ γ^ν + γ^ν γ^μ = 2 η^(μν)`. -/
def IsDirac (γ : Fin 4 → A) : Prop :=
  ∀ μ ν, γ μ * γ ν + γ ν * γ μ = (2 * metric μ ν) • (1 : A)

/-- The Feynman slash `p^μ γ_μ`. -/
def slash (γ : Fin 4 → A) (p : Fin 4 → ℂ) : A := ∑ μ, p μ • flipIndex γ μ

/-- The chirality element `γ5 = i γ^0 γ^1 γ^2 γ^3`. -/
def gamma5 (γ : Fin 4 → A) : A := Complex.I • (γ 0 * γ 1 * γ 2 * γ 3)

/-- The spin tensor `σ_(μν) = (i/2) [γ_μ, γ_ν]`. -/
def sigma (γ : Fin 4 → A) (μ ν : Fin 4) : A :=
  (Complex.I / 2) • (flipIndex γ μ * flipIndex γ ν - flipIndex γ ν * flipIndex γ μ)
```

**Q:** And is \(W\) the real Pauli–Lubanski vector?

**A:** It is the standard Dirac form, \(W_\mu=\frac i2\gamma_5\sum_\nu\sigma_{\mu\nu}p^\nu\), with \(p\) a given list of numbers. The text starts there: it does not derive this form from the Poincaré generators, nor a transformation law for \(W\). `pauliLubanski γ p μ` has a lower index, and `spinAlong γ p n` is \(n\cdot W=\sum_\mu n^\mu W_\mu\). Mind the sign: for a particle at rest, \(p^\mu=(m,0,0,0)\), and a purely spatial unit vector \(n\), it is \(-m\) times the ordinary spin component along \(n\), because the Minkowski product gives spatial components a minus sign.

```lean
/-- The Pauli-Lubanski vector `W_μ = (i/2) γ5 σ_(μν) p^ν` of a Dirac particle. -/
def pauliLubanski (γ : Fin 4 → A) (p : Fin 4 → ℂ) (μ : Fin 4) : A :=
  (Complex.I / 2) • (gamma5 γ * ∑ ν, p ν • sigma γ μ ν)

/-- The component `n^μ W_μ` of the Pauli-Lubanski vector along a four-vector `n`. -/
def spinAlong (γ : Fin 4 → A) (p n : Fin 4 → ℂ) : A := ∑ μ, n μ • pauliLubanski γ p μ
```

**Q:** Show me the algebra, then. How does \(\not p\) pass a gamma matrix?

**A:** By the anticommutation relation,
\[
\gamma_\mu\not p+\not p\gamma_\mu=\sum_\nu p^\nu s_\mu s_\nu\,2\eta^{\mu\nu}=2s_\mu p^\mu=2p_\mu ,
\]
using \(s_\mu^2=1\), which is `sgn_sq`. In Lean, `key` evaluates each term of the sum. The lemma `half` divides \(x+x=2c\) by two.

```lean
private lemma half {x : A} {c : ℂ} (h : x + x = (2 * c) • (1 : A)) : x = c • (1 : A) := by
  have h' : x = (1 / 2 : ℂ) • (x + x) := by module
  rw [h', h, smul_smul]
  congr 1
  ring

private lemma sgn_sq (μ : Fin 4) : sgn μ * sgn μ = 1 := by
  fin_cases μ <;> simp [sgn]

/-- For Dirac matrices, `γ_μ pslash + pslash γ_μ = 2 p_μ`. -/
theorem gamma_slash {γ : Fin 4 → A} (hγ : IsDirac γ) (p : Fin 4 → ℂ) (μ : Fin 4) :
    flipIndex γ μ * slash γ p + slash γ p * flipIndex γ μ
      = (2 * flipIndex p μ) • (1 : A) := by
  have key : ∀ ν, flipIndex γ μ * (p ν • flipIndex γ ν) + (p ν • flipIndex γ ν) * flipIndex γ μ
      = if μ = ν then (2 * flipIndex p μ) • (1 : A) else 0 := by
    intro ν
    have h1 : flipIndex γ μ * (p ν • flipIndex γ ν) + (p ν • flipIndex γ ν) * flipIndex γ μ
        = (p ν * sgn μ * sgn ν) • (γ μ * γ ν + γ ν * γ μ) := by
      simp only [flipIndex, smul_mul_assoc, mul_smul_comm]
      module
    rw [h1, hγ μ ν]
    rcases eq_or_ne μ ν with rfl | h
    · rw [if_pos rfl, metric, if_pos rfl, smul_smul]
      congr 1
      simp only [flipIndex, smul_eq_mul]
      linear_combination (2 * p μ * sgn μ) * sgn_sq μ
    · simp [metric, h]
  simp only [slash, mul_sum, sum_mul, ← sum_add_distrib]
  rw [sum_congr rfl fun ν _ => key ν]
  simp
```

**A:** Contracting with a second vector gives \(\not p\not q+\not q\not p=2\,p\cdot q\), hence \(\not p^2=p\cdot p\).

```lean
/-- For Dirac matrices, two slashed four-vectors have anticommutator `2 p·q`. -/
theorem slash_anticomm {γ : Fin 4 → A} (hγ : IsDirac γ) (p q : Fin 4 → ℂ) :
    slash γ p * slash γ q + slash γ q * slash γ p = (2 * dot p q) • (1 : A) := by
  have h : slash γ p * slash γ q + slash γ q * slash γ p
      = ∑ μ, p μ • (flipIndex γ μ * slash γ q + slash γ q * flipIndex γ μ) := by
    have hp : slash γ p = ∑ μ, p μ • flipIndex γ μ := rfl
    rw [hp]
    simp only [sum_mul, mul_sum, smul_mul_assoc, mul_smul_comm, smul_add, sum_add_distrib]
  rw [h]
  simp only [gamma_slash hγ, smul_smul, ← sum_smul]
  congr 1
  simp only [dot, mul_sum]
  exact sum_congr rfl fun μ _ => by ring
```

**Q:** What do you need from \(\gamma_5\)?

**A:** Two facts. Moving \(\gamma^\mu\) through \(\gamma^0\gamma^1\gamma^2\gamma^3\) crosses three different matrices, so \(\gamma_5\gamma^\mu=-\gamma^\mu\gamma_5\). Sorting the square takes \(3+2+1=6\) sign changes, so
\[
\gamma_5^2=i^2(\gamma^0)^2(\gamma^1)^2(\gamma^2)^2(\gamma^3)^2=(-1)(1)(-1)^3=1 .
\]
Lean's `simp only` does the same sorting with the swap rules `sw` and `sw'`. By linearity, \(\gamma_5\) also anticommutes with \(\not p\).

```lean
/-- For Dirac matrices, `γ5` squares to one and anticommutes with every `γ^μ`. -/
theorem gamma5_sq_and_anticomm {γ : Fin 4 → A} (hγ : IsDirac γ) :
    gamma5 γ * gamma5 γ = 1 ∧ ∀ μ, gamma5 γ * γ μ = -(γ μ * gamma5 γ) := by
  have sw : ∀ μ ν, μ ≠ ν → γ μ * γ ν = -(γ ν * γ μ) := fun μ ν h =>
    eq_neg_of_add_eq_zero_left (by rw [hγ μ ν]; simp [metric, h])
  have sw' : ∀ μ ν, μ ≠ ν → ∀ x, γ μ * (γ ν * x) = -(γ ν * (γ μ * x)) := fun μ ν h x => by
    rw [← mul_assoc, sw μ ν h, neg_mul, mul_assoc]
  have sq : ∀ μ, γ μ * γ μ = sgn μ • (1 : A) := fun μ =>
    half (by rw [hγ μ μ, metric, if_pos rfl])
  have sq' : ∀ μ x, γ μ * (γ μ * x) = sgn μ • x := fun μ x => by
    rw [← mul_assoc, sq, smul_mul_assoc, one_mul]
  have s0 : sgn 0 = 1 := rfl
  have s1 : sgn 1 = -1 := rfl
  have s2 : sgn 2 = -1 := rfl
  have s3 : sgn 3 = -1 := rfl
  -- move every factor into the order 0, 1, 2, 3
  constructor
  · simp only [gamma5, mul_assoc, smul_mul_assoc, mul_smul_comm,
      sw' 1 0 (by decide), sw' 2 0 (by decide), sw' 3 0 (by decide), sw' 2 1 (by decide),
      sw' 3 1 (by decide), sw' 3 2 (by decide), sq, sq', s0, s1, s2, s3,
      mul_neg, neg_smul, one_smul, smul_neg, neg_neg, smul_smul, Complex.I_mul_I]
  · intro μ
    fin_cases μ <;>
    simp only [Fin.zero_eta, Fin.mk_one, Fin.reduceFinMk, gamma5, mul_assoc, smul_mul_assoc,
      mul_smul_comm, sw 3 0 (by decide), sw 3 1 (by decide), sw 3 2 (by decide),
      sw' 1 0 (by decide), sw' 2 0 (by decide), sw' 3 0 (by decide), sw' 2 1 (by decide),
      sw' 3 1 (by decide), sw' 3 2 (by decide), sq, sq', s0, s1, s2, s3,
      mul_neg, neg_smul, one_smul, smul_neg, neg_neg, mul_one]

private lemma gamma5_slash {γ : Fin 4 → A} (hγ : IsDirac γ) (p : Fin 4 → ℂ) :
    gamma5 γ * slash γ p = -(slash γ p * gamma5 γ) := by
  simp only [slash, flipIndex, mul_sum, sum_mul, mul_smul_comm, smul_mul_assoc,
    (gamma5_sq_and_anticomm hγ).2, smul_neg, sum_neg_distrib]
```

**Q:** How does \(W\) simplify?

**A:** First, \(\sum_\nu\sigma_{\mu\nu}p^\nu=\frac i2(\gamma_\mu\not p-\not p\gamma_\mu)=i(\gamma_\mu\not p-p_\mu)\). Multiplying by \(\frac i2\gamma_5\) from the left,
\[
W_\mu=-\tfrac12\gamma_5(\gamma_\mu\not p-p_\mu),\qquad
n\cdot W=-\tfrac12\gamma_5(\not n\not p-n\cdot p).
\]

```lean
/-- For Dirac matrices, `W_μ = -(1/2) γ5 (γ_μ pslash - p_μ)`. -/
theorem pauliLubanski_eq {γ : Fin 4 → A} (hγ : IsDirac γ) (p : Fin 4 → ℂ) (μ : Fin 4) :
    pauliLubanski γ p μ = (-(1 / 2) : ℂ) •
      (gamma5 γ * (flipIndex γ μ * slash γ p - flipIndex p μ • (1 : A))) := by
  have h1 : ∑ ν, p ν • sigma γ μ ν
      = (Complex.I / 2) • (flipIndex γ μ * slash γ p - slash γ p * flipIndex γ μ) := by
    simp only [sigma, slash, mul_sum, sum_mul, ← sum_sub_distrib, smul_sum]
    refine sum_congr rfl fun ν _ => ?_
    simp only [mul_smul_comm, smul_mul_assoc]
    module
  have h2 : flipIndex γ μ * slash γ p - slash γ p * flipIndex γ μ
      = (2 : ℂ) • (flipIndex γ μ * slash γ p - flipIndex p μ • (1 : A)) := by
    have h3 : slash γ p * flipIndex γ μ
        = (2 * flipIndex p μ) • (1 : A) - flipIndex γ μ * slash γ p := by
      rw [← gamma_slash hγ p μ]
      abel
    rw [h3]
    module
  rw [pauliLubanski, h1, h2]
  simp only [mul_smul_comm, smul_smul]
  congr 1
  linear_combination (1 / 2 : ℂ) * Complex.I_mul_I

private lemma spinAlong_eq {γ : Fin 4 → A} (hγ : IsDirac γ) (p n : Fin 4 → ℂ) :
    spinAlong γ p n = (-(1 / 2) : ℂ) •
      (gamma5 γ * (slash γ n * slash γ p - dot n p • (1 : A))) := by
  have h : slash γ n * slash γ p - dot n p • (1 : A)
      = ∑ μ, n μ • (flipIndex γ μ * slash γ p - flipIndex p μ • (1 : A)) := by
    have hn : slash γ n = ∑ μ, n μ • flipIndex γ μ := rfl
    rw [hn]
    simp only [dot, sum_mul, sum_smul, smul_sub, sum_sub_distrib, smul_mul_assoc, smul_smul]
  rw [h, mul_sum, smul_sum]
  refine sum_congr rfl fun μ _ => ?_
  rw [pauliLubanski_eq hγ, mul_smul_comm, smul_comm]
```

**A:** For \(n=p\) the bracket is \(\not p^2-p\cdot p=0\), which is transversality.

```lean
/-- For Dirac matrices, the Pauli-Lubanski vector is transverse to the momentum:
`p^μ W_μ = 0`. -/
theorem momentum_pauliLubanski {γ : Fin 4 → A} (hγ : IsDirac γ) (p : Fin 4 → ℂ) :
    ∑ μ, p μ • pauliLubanski γ p μ = 0 := by
  have h := spinAlong_eq hγ p p
  rw [half (slash_anticomm hγ p p), sub_self, mul_zero, smul_zero] at h
  exact h
```

**Q:** Does \(W\) respect the Dirac equation \(\not p u=mu\)?

**A:** Yes, it maps solutions to solutions, because \(W_\mu\) commutes with \(\not p\). The bracket \(\gamma_\mu\not p-p_\mu=\frac12(\gamma_\mu\not p-\not p\gamma_\mu)\) anticommutes with \(\not p\), as does \(\gamma_5\), and the two signs cancel. `hX` is the bracket's sign, `h5` that of \(\gamma_5\).

```lean
/-- For Dirac matrices, every component `W_μ` commutes with `pslash`. -/
theorem pauliLubanski_commute_slash {γ : Fin 4 → A} (hγ : IsDirac γ) (p : Fin 4 → ℂ)
    (μ : Fin 4) : Commute (pauliLubanski γ p μ) (slash γ p) := by
  have h5 : slash γ p * gamma5 γ = -(gamma5 γ * slash γ p) := by
    rw [gamma5_slash hγ, neg_neg]
  have h3 : slash γ p * flipIndex γ μ
      = (2 * flipIndex p μ) • (1 : A) - flipIndex γ μ * slash γ p := by
    rw [← gamma_slash hγ p μ]
    abel
  -- both γ5 and the even factor anticommute with pslash
  have hX : slash γ p * (flipIndex γ μ * slash γ p - flipIndex p μ • (1 : A))
      = -((flipIndex γ μ * slash γ p - flipIndex p μ • (1 : A)) * slash γ p) := by
    rw [mul_sub, ← mul_assoc, h3]
    simp only [sub_mul, smul_mul_assoc, mul_smul_comm, one_mul, mul_one]
    module
  rw [pauliLubanski_eq hγ]
  refine Commute.smul_left ?_ _
  change _ * _ = _ * _
  rw [← mul_assoc (slash γ p), h5, neg_mul, mul_assoc (gamma5 γ) (slash γ p), hX,
    mul_neg, neg_neg, mul_assoc]
```

**Q:** Now the square.

**A:** Put \(X=\not n\not p-n\cdot p\). It commutes with \(\gamma_5\) (`hc`), so \((n\cdot W)^2=\frac14\gamma_5^2X^2=\frac14X^2\). Next (`hq`),
\[
(\not n\not p)^2=\not n(2\,n\cdot p-\not n\not p)\not p=2(n\cdot p)\not n\not p-(n\cdot n)(p\cdot p).
\]
Expanding \(X^2\), the terms in \(\not n\not p\) cancel (`hXX`), leaving
\[
(n\cdot W)^2=\tfrac14\big[(n\cdot p)^2-(n\cdot n)(p\cdot p)\big].
\]
For a free Dirac particle of mass \(m>0\), with \(p\cdot p=m^2\), \(n\cdot p=0\) and \(n\cdot n=-1\), this is \(m^2/4\): the eigenvalues of \(n\cdot W/m\) can only be \(\pm\frac12\), in units of \(\hbar\).

```lean
/-- For Dirac matrices and any four-vector `n`,
`(n·W)² = ((n·p)² - (n·n)(p·p)) / 4`. -/
theorem spinAlong_sq {γ : Fin 4 → A} (hγ : IsDirac γ) (p n : Fin 4 → ℂ) :
    spinAlong γ p n * spinAlong γ p n
      = ((dot n p ^ 2 - dot n n * dot p p) / 4) • (1 : A) := by
  rw [spinAlong_eq hγ]
  have h5 := (gamma5_sq_and_anticomm hγ).1
  have hN := gamma5_slash hγ n
  have hP := gamma5_slash hγ p
  have hNN := half (slash_anticomm hγ n n)
  have hPP := half (slash_anticomm hγ p p)
  have hPN : slash γ p * slash γ n = (2 * dot n p) • (1 : A) - slash γ n * slash γ p := by
    rw [← slash_anticomm hγ n p]
    abel
  generalize slash γ n = N at *
  generalize slash γ p = P at *
  generalize gamma5 γ = G at *
  -- γ5 commutes with the even factor, so it drops out of the square
  have hc : G * (N * P - dot n p • (1 : A)) = (N * P - dot n p • (1 : A)) * G := by
    have h : G * (N * P) = N * P * G := by
      rw [← mul_assoc, hN, neg_mul, mul_assoc, hP, mul_neg, neg_neg, mul_assoc]
    simp only [mul_sub, sub_mul, h, mul_smul_comm, smul_mul_assoc, mul_one, one_mul]
  have hG : ∀ X : A, G * X = X * G → G * X * (G * X) = X * X := fun X h => by
    calc G * X * (G * X) = G * (X * G) * X := by simp only [mul_assoc]
      _ = G * G * (X * X) := by rw [← h]; simp only [mul_assoc]
      _ = X * X := by rw [h5, one_mul]
  have hq : N * P * (N * P) = (2 * dot n p) • (N * P) - (dot n n * dot p p) • (1 : A) := by
    calc N * P * (N * P) = N * (P * N) * P := by simp only [mul_assoc]
      _ = (2 * dot n p) • (N * P) - (N * N) * (P * P) := by
        rw [hPN]
        simp only [mul_sub, sub_mul, mul_smul_comm, smul_mul_assoc, mul_one, mul_assoc]
      _ = _ := by
        rw [hNN, hPP]
        simp only [smul_mul_assoc, one_mul, smul_smul]
  have hXX : (N * P - dot n p • (1 : A)) * (N * P - dot n p • (1 : A))
      = (dot n p ^ 2 - dot n n * dot p p) • (1 : A) := by
    simp only [mul_sub, sub_mul, smul_mul_assoc, mul_smul_comm, one_mul, mul_one, hq]
    module
  rw [smul_mul_assoc, mul_smul_comm, hG _ hc, hXX]
  simp only [smul_smul]
  congr 1
  ring
```

**Q:** And the Casimir value?

**A:** Take \(n\) along coordinate axis \(\mu\), `Pi.single μ 1` in Lean. Then \(n\cdot p=p_\mu\) and \(n\cdot n=s_\mu\), so \(W_\mu^2=\frac14(p_\mu^2-s_\mu\,p\cdot p)\). Summing with the metric signs,
\[
\sum_\mu W^\mu W_\mu=\sum_\mu s_\mu W_\mu^2=\tfrac14(p\cdot p-4\,p\cdot p)=-\tfrac34\,p\cdot p .
\]
With \(p\cdot p=m^2\) this is \(-m^2S(S+1)\) at spin \(S=\frac12\).

```lean
/-- For Dirac matrices, the spin one-half Casimir value: `W^μ W_μ = -(3/4) (p·p)`
times the identity. -/
theorem pauliLubanski_casimir {γ : Fin 4 → A} (hγ : IsDirac γ) (p : Fin 4 → ℂ) :
    ∑ μ, flipIndex (pauliLubanski γ p) μ * pauliLubanski γ p μ
      = (-(3 / 4) * dot p p) • (1 : A) := by
  -- take n along each coordinate axis in the square of n·W
  have h : ∀ μ, pauliLubanski γ p μ * pauliLubanski γ p μ
      = ((flipIndex p μ ^ 2 - sgn μ * dot p p) / 4) • (1 : A) := by
    intro μ
    have e1 : spinAlong γ p (Pi.single μ 1) = pauliLubanski γ p μ := by
      simp [spinAlong, Pi.single_apply]
    have e2 : dot (Pi.single μ 1) p = flipIndex p μ := by
      simp [dot, Pi.single_apply]
    have e3 : dot (Pi.single μ 1) (Pi.single μ 1) = sgn μ := by
      simp [dot, flipIndex, Pi.single_apply]
    have hs := spinAlong_sq hγ p (Pi.single μ 1)
    rwa [e1, e2, e3] at hs
  have h' : ∀ μ, flipIndex (pauliLubanski γ p) μ * pauliLubanski γ p μ
      = (sgn μ * ((flipIndex p μ ^ 2 - sgn μ * dot p p) / 4)) • (1 : A) := fun μ => by
    rw [flipIndex, smul_mul_assoc, h, smul_smul]
  rw [sum_congr rfl fun μ _ => h' μ, ← sum_smul]
  congr 1
  have s0 : sgn 0 = 1 := rfl
  have s1 : sgn 1 = -1 := rfl
  have s2 : sgn 2 = -1 := rfl
  have s3 : sgn 3 = -1 := rfl
  simp only [Fin.sum_univ_four, dot, flipIndex, smul_eq_mul, s0, s1, s2, s3]
  ring
```

**Q:** Give me numbers.

**A:** Take \(p^\mu=(5,0,0,3)\), so \(p\cdot p=16\) and \(p_\mu=(5,0,0,-3)\). The squares \(W_0^2,\dots,W_3^2\) are \(\frac94,\,4,\,4,\,\frac{25}4\) times the identity. The signed sum is \(\frac94-4-4-\frac{25}4=-12=-\frac34\cdot16\).

**Q:** Could `IsDirac` be empty for actual 4×4 matrices?

**A:** No. The standard representation satisfies it. Its index type `Fin 2 ⊕ Fin 2` has four elements, arranged as two blocks of two. The proof multiplies blocks; when both indices are spatial, it reduces to the anticommutator of the Pauli matrices, which is checked entry by entry.

```lean
/-- The three Pauli matrices. -/
def pauli : Fin 3 → Matrix (Fin 2) (Fin 2) ℂ :=
  ![!![0, 1; 1, 0], !![0, -Complex.I; Complex.I, 0], !![1, 0; 0, -1]]

/-- The 4x4 Dirac matrices `γ^μ` in the standard (Dirac) representation, in 2x2 blocks. -/
def diracRep : Fin 4 → Matrix (Fin 2 ⊕ Fin 2) (Fin 2 ⊕ Fin 2) ℂ :=
  ![Matrix.fromBlocks 1 0 0 (-1),
    Matrix.fromBlocks 0 (pauli 0) (-pauli 0) 0,
    Matrix.fromBlocks 0 (pauli 1) (-pauli 1) 0,
    Matrix.fromBlocks 0 (pauli 2) (-pauli 2) 0]

private lemma pauli_anticomm (j k : Fin 3) :
    pauli j * pauli k + pauli k * pauli j
      = (2 * (if j = k then 1 else 0) : ℂ) • (1 : Matrix (Fin 2) (Fin 2) ℂ) := by
  fin_cases j <;> fin_cases k <;> ext a b <;> fin_cases a <;> fin_cases b <;>
    norm_num [pauli, Matrix.mul_apply, Fin.sum_univ_two, Matrix.one_apply]

/-- The standard 4x4 Dirac matrices satisfy the Dirac algebra. -/
theorem isDirac_witness : IsDirac diracRep := by
  have split : ∀ μ : Fin 4, μ = 0 ∨ ∃ j : Fin 3, μ = j.succ := by decide
  have d0 : diracRep 0 = Matrix.fromBlocks 1 0 0 (-1) := rfl
  have ds : ∀ k : Fin 3, diracRep k.succ = Matrix.fromBlocks 0 (pauli k) (-pauli k) 0 := by
    intro k
    fin_cases k <;> rfl
  have hs : ∀ k : Fin 3, sgn k.succ = -1 := by
    intro k
    fin_cases k <;> rfl
  intro μ ν
  rw [← Matrix.fromBlocks_one]
  -- separate the time component from the space components
  rcases split μ with rfl | ⟨j, rfl⟩ <;> rcases split ν with rfl | ⟨k, rfl⟩
  · have hm : metric 0 0 = 1 := by simp [metric, sgn]
    rw [d0, hm]
    simp only [Matrix.fromBlocks_multiply, Matrix.fromBlocks_add, Matrix.fromBlocks_smul,
      Matrix.fromBlocks_inj]
    refine ⟨?_, ?_, ?_, ?_⟩ <;>
      simp only [mul_one, mul_zero, mul_neg, neg_neg, neg_zero,
        add_zero, zero_add, smul_zero] <;> module
  · have hm : metric 0 k.succ = 0 := if_neg (Fin.succ_ne_zero k).symm
    rw [d0, ds, hm]
    simp only [Matrix.fromBlocks_multiply, Matrix.fromBlocks_add, Matrix.fromBlocks_smul,
      Matrix.fromBlocks_inj]
    refine ⟨?_, ?_, ?_, ?_⟩ <;>
      simp only [mul_one, one_mul, mul_zero, zero_mul, mul_neg, neg_mul, neg_neg, neg_zero,
        add_zero, zero_add, smul_zero, zero_smul] <;> module
  · have hm : metric j.succ 0 = 0 := if_neg (Fin.succ_ne_zero j)
    rw [d0, ds, hm]
    simp only [Matrix.fromBlocks_multiply, Matrix.fromBlocks_add, Matrix.fromBlocks_smul,
      Matrix.fromBlocks_inj]
    refine ⟨?_, ?_, ?_, ?_⟩ <;>
      simp only [mul_one, one_mul, mul_zero, zero_mul, mul_neg, neg_mul, neg_neg, neg_zero,
        add_zero, zero_add, smul_zero, zero_smul] <;> module
  · have hm : metric j.succ k.succ = -(if j = k then 1 else 0) := by
      rcases eq_or_ne j k with rfl | h
      · rw [if_pos rfl, metric, if_pos rfl, hs]
      · rw [if_neg h, metric, if_neg fun e => h (Fin.succ_injective _ e), neg_zero]
    rw [ds, ds, hm]
    simp only [Matrix.fromBlocks_multiply, Matrix.fromBlocks_add, Matrix.fromBlocks_smul,
      Matrix.fromBlocks_inj]
    refine ⟨?_, ?_, ?_, ?_⟩ <;>
      simp only [mul_zero, zero_mul, mul_neg, neg_mul, neg_zero, add_zero, zero_add,
        smul_zero] <;>
      linear_combination (norm := module) (-1 : ℂ) • pauli_anticomm j k

end

end DiracPauliLubanski
```

```lean
#print axioms DiracPauliLubanski.momentum_pauliLubanski
#print axioms DiracPauliLubanski.pauliLubanski_commute_slash
#print axioms DiracPauliLubanski.pauliLubanski_casimir
```

```
'DiracPauliLubanski.momentum_pauliLubanski' depends on axioms: [propext, Classical.choice, Quot.sound]
'DiracPauliLubanski.pauliLubanski_commute_slash' depends on axioms: [propext, Classical.choice, Quot.sound]
'DiracPauliLubanski.pauliLubanski_casimir' depends on axioms: [propext, Classical.choice, Quot.sound]
```
